# Lowering the zz entry of an aligned rotation by ε shifts the arccos Euler angle by order √ε

Q: Take the identity matrix and lower its zz entry from 1 to 0.995. The arccosine of that entry is about 0.100 radians, so an error of half a percent has become a tilt of nearly six degrees. What happened?

A: The cosine is flat at zero. For a small angle $\beta$, $\cos\beta\approx 1-\beta^2/2$, so an entry $1-\varepsilon$ is read as $\beta\approx\sqrt{2\varepsilon}$. With $\varepsilon=0.005$ that is $0.1$. For every $\varepsilon$ in $[0,2]$ there are two-sided bounds,
$$\sqrt{2\varepsilon}\;\le\;\arccos(1-\varepsilon)\;\le\;\pi\sqrt{\varepsilon/2},$$
and the ratio of the angle to $\sqrt{2\varepsilon}$ tends to 1 as $\varepsilon\to0^+$.

Q: That is a statement about a scalar function. My concern is rotation matrices. Where are they?

A: They are defined explicitly, as active rotations in the z-y-z convention, $R=R_z(\alpha)R_y(\beta)R_z(\gamma)$.

In Lean 4 with Mathlib:

```lean
import Mathlib

open Real Filter Topology

namespace EulerAngleExtraction

noncomputable section

/-- Rotation by the angle `t` about the z axis. -/
def rotZ (t : ℝ) : Matrix (Fin 3) (Fin 3) ℝ :=
  !![Real.cos t, -Real.sin t, 0; Real.sin t, Real.cos t, 0; 0, 0, 1]

/-- Rotation by the angle `t` about the y axis. -/
def rotY (t : ℝ) : Matrix (Fin 3) (Fin 3) ℝ :=
  !![Real.cos t, 0, Real.sin t; 0, 1, 0; -Real.sin t, 0, Real.cos t]

/-- The rotation matrix with Euler angles `α`, `β`, `γ` in the z-y-z convention. -/
def eulerMatrix (α β γ : ℝ) : Matrix (Fin 3) (Fin 3) ℝ :=
  rotZ α * rotY β * rotZ γ
```

The extraction rule takes any real 3×3 matrix. Indices start at 0, so `M 2 2` is the zz entry.

```lean
/-- The extraction rule: the arccosine of the zz entry of a matrix, meant for
matrices whose zz entry lies between -1 and 1. -/
def polarAngle (M : Matrix (Fin 3) (Fin 3) ℝ) : ℝ :=
  Real.arccos (M 2 2)
```

Q: A definition called `polarAngle` could return anything. How do I know that it recovers $\beta$?

A: The last row of $R_z(\alpha)$ is $(0,0,1)$, and so is the last column of $R_z(\gamma)$. The zz entry of the product is therefore that of $R_y(\beta)$, which is $\cos\beta$. The `simp` call carries out this matrix multiplication.

```lean
/-- The zz entry of a rotation matrix is the cosine of its middle Euler angle. -/
theorem eulerMatrix_zz (α β γ : ℝ) : eulerMatrix α β γ 2 2 = Real.cos β := by
  simp [eulerMatrix, rotZ, rotY, Matrix.mul_apply, Fin.sum_univ_three]
```

Since $\arccos(\cos\beta)=\beta$ on $[0,\pi]$, the rule returns the middle Euler angle there.

```lean
/-- On an exact rotation matrix the extraction rule returns the middle Euler angle,
provided that this angle lies between 0 and π. -/
theorem polarAngle_eulerMatrix (α γ : ℝ) {β : ℝ} (h0 : 0 ≤ β) (h1 : β ≤ π) :
    polarAngle (eulerMatrix α β γ) = β := by
  rw [polarAngle, eulerMatrix_zz, Real.arccos_cos h0 h1]
```

The range is the usual one for this angle. A rotation written with $\beta=-0.1$ would be read as $+0.1$, so negative values have to be relabelled first.

Q: Fine. Now derive the lower bound without the small-angle expansion.

A: Put $\beta=\arccos(1-\varepsilon)$, so that $\cos\beta=1-\varepsilon$. The half-angle identity $\cos\beta=1-2\sin^2(\beta/2)$ gives
$$2\varepsilon=4\sin^2(\beta/2).$$
Because $\beta/2$ lies in $[0,\pi/2]$, the sine is non-negative, and the square root is $\sqrt{2\varepsilon}=2\sin(\beta/2)$. This is the chord of the unit circle that subtends $\beta$. From $\sin x\le x$ for $x\ge0$ it follows that $\sqrt{2\varepsilon}\le\beta$: a chord is no longer than its arc.

In the code, `hd` is the double-angle formula, `hs` is $\sin^2+\cos^2=1$, and `hn` is the sign that permits taking the root.

```lean
/-- For `0 ≤ ε ≤ 2`, the length `√(2ε)` is the chord of the unit circle that subtends
the angle `arccos (1 - ε)`. -/
theorem sqrt_eq_chord {ε : ℝ} (h0 : 0 ≤ ε) (h2 : ε ≤ 2) :
    Real.sqrt (2 * ε) = 2 * Real.sin (Real.arccos (1 - ε) / 2) := by
  have hc : Real.cos (Real.arccos (1 - ε)) = 1 - ε :=
    Real.cos_arccos (by linarith) (by linarith)
  have hd := Real.cos_two_mul (Real.arccos (1 - ε) / 2)
  rw [mul_div_cancel₀ _ (two_ne_zero : (2 : ℝ) ≠ 0), hc] at hd
  have hs := Real.sin_sq_add_cos_sq (Real.arccos (1 - ε) / 2)
  have hn : 0 ≤ Real.sin (Real.arccos (1 - ε) / 2) :=
    Real.sin_nonneg_of_nonneg_of_le_pi
      (by linarith [Real.arccos_nonneg (1 - ε)])
      (by linarith [Real.arccos_le_pi (1 - ε), Real.pi_pos])
  have h : 2 * ε = (2 * Real.sin (Real.arccos (1 - ε) / 2)) ^ 2 := by
    linarith [mul_pow 2 (Real.sin (Real.arccos (1 - ε) / 2)) 2]
  rw [h, Real.sqrt_sq (by linarith)]
```

Q: And the upper bound?

A: It comes from a more general estimate, which we need anyway for rotations that are not aligned. Let $0\le a\le b\le\pi$. Then
$$\cos a-\cos b=2\sin\frac{a+b}{2}\,\sin\frac{b-a}{2}.$$
The first sine is at least as large as the second, because
$$\sin\frac{b+a}{2}-\sin\frac{b-a}{2}=2\cos\frac b2\,\sin\frac a2\ge0.$$
So the difference of cosines is at least $2\sin^2\frac{b-a}{2}$. Jordan's inequality, $\sin x\ge 2x/\pi$ on $[0,\pi/2]$, then gives
$$\cos a-\cos b\ge 2\left(\frac{b-a}{\pi}\right)^2.$$

Below, `h1` compares the two sines, `h2` is the product formula, and `h3` is Jordan's inequality. The final `nlinarith` multiplies the estimates together.

```lean
/-- Two angles `a ≤ b` between 0 and π have cosines that differ by at least
`2 ((b - a) / π)²`. -/
theorem cos_gap {a b : ℝ} (ha : 0 ≤ a) (hab : a ≤ b) (hb : b ≤ π) :
    2 * ((b - a) / π) ^ 2 ≤ Real.cos a - Real.cos b := by
  have hsa : 0 ≤ Real.sin (a / 2) :=
    Real.sin_nonneg_of_nonneg_of_le_pi (by linarith) (by linarith)
  have hcb : 0 ≤ Real.cos (b / 2) :=
    Real.cos_nonneg_of_neg_pi_div_two_le_of_le (by linarith) (by linarith)
  -- the sine of the mean angle is at least the sine of half the difference
  have h1 : Real.sin (b / 2 - a / 2) ≤ Real.sin (b / 2 + a / 2) := by
    rw [Real.sin_sub, Real.sin_add]
    nlinarith [mul_nonneg hcb hsa]
  have h2 : Real.cos a - Real.cos b
      = 2 * Real.sin (b / 2 + a / 2) * Real.sin (b / 2 - a / 2) := by
    have e1 : Real.cos a = Real.cos ((b / 2 + a / 2) - (b / 2 - a / 2)) := by
      congr 1; ring
    have e2 : Real.cos b = Real.cos ((b / 2 + a / 2) + (b / 2 - a / 2)) := by
      congr 1; ring
    rw [e1, e2, Real.cos_sub (b / 2 + a / 2) (b / 2 - a / 2),
      Real.cos_add (b / 2 + a / 2) (b / 2 - a / 2)]
    ring
  -- Jordan's inequality
  have h3 : 2 / π * (b / 2 - a / 2) ≤ Real.sin (b / 2 - a / 2) :=
    Real.mul_le_sin (by linarith) (by linarith)
  have h4 : 0 ≤ 2 / π * (b / 2 - a / 2) :=
    mul_nonneg (by positivity) (by linarith)
  have e : (b - a) / π = 2 / π * (b / 2 - a / 2) := by ring
  rw [e, h2]
  nlinarith [mul_le_mul h3 (h3.trans h1) h4 (h4.trans h3)]
```

Q: You want a bound on angles, though, given a bound on cosines.

A: Read it backwards. For $y\le x$ in $[-1,1]$, set $a=\arccos x$ and $b=\arccos y$. The arccosine is decreasing, so $a\le b$, and the inequality becomes $x-y\ge2((b-a)/\pi)^2$. Taking the root,
$$\arccos y-\arccos x\le\pi\sqrt{\frac{x-y}{2}}.$$
The other ordering follows by exchanging $x$ and $y$, which is what `wlog` does.

```lean
/-- For any two cosines `x` and `y` in `[-1, 1]`, the angles differ by at most
`π √(|x - y| / 2)`. -/
theorem abs_arccos_sub_le {x y : ℝ} (hx : x ∈ Set.Icc (-1 : ℝ) 1)
    (hy : y ∈ Set.Icc (-1 : ℝ) 1) :
    |Real.arccos x - Real.arccos y| ≤ π * Real.sqrt (|x - y| / 2) := by
  wlog h : y ≤ x generalizing x y
  · rw [abs_sub_comm (Real.arccos x), abs_sub_comm x y]
    exact this hy hx (not_le.mp h).le
  have hle : Real.arccos x ≤ Real.arccos y := Real.antitone_arccos h
  have k := cos_gap (Real.arccos_nonneg x) hle (Real.arccos_le_pi y)
  rw [Real.cos_arccos hx.1 hx.2, Real.cos_arccos hy.1 hy.2] at k
  rw [abs_sub_comm (Real.arccos x), abs_of_nonneg (sub_nonneg.2 hle),
    abs_of_nonneg (sub_nonneg.2 h)]
  have r : (Real.arccos y - Real.arccos x) / π ≤ Real.sqrt ((x - y) / 2) :=
    Real.le_sqrt_of_sq_le (by linarith)
  rw [div_le_iff₀ Real.pi_pos] at r
  linarith
```

Setting one point to 1 and the other to $1-\varepsilon$ gives the upper bound, since $\arccos 1=0$. Together with the chord argument this completes the two-sided estimate.

```lean
/-- For `0 ≤ ε ≤ 2`, the angle whose cosine is `1 - ε` lies between `√(2ε)` and
`π √(ε/2)`. -/
theorem arccos_one_sub_bounds {ε : ℝ} (h0 : 0 ≤ ε) (h2 : ε ≤ 2) :
    Real.sqrt (2 * ε) ≤ Real.arccos (1 - ε) ∧
      Real.arccos (1 - ε) ≤ π * Real.sqrt (ε / 2) := by
  constructor
  · -- a chord is no longer than its arc
    rw [sqrt_eq_chord h0 h2]
    have hn := Real.arccos_nonneg (1 - ε)
    linarith [Real.sin_le (show 0 ≤ Real.arccos (1 - ε) / 2 by linarith)]
  · have h := abs_arccos_sub_le (x := 1 - ε) (y := 1)
      ⟨by linarith, by linarith⟩ ⟨by norm_num, le_rfl⟩
    rwa [Real.arccos_one, sub_zero, abs_of_nonneg (Real.arccos_nonneg _),
      show 1 - ε - 1 = -ε by ring, abs_neg, abs_of_nonneg h0] at h
```

Q: The two sides differ by a factor of $\pi/2$. Which one should I believe?

A: Near alignment, the lower one. At the opposite end, $\varepsilon=2$, the entry is $-1$ and the angle is $\pi$, which is exactly the upper bound, while the lower bound is only 2. For small $\varepsilon$, the chord formula gives
$$\frac{\beta}{\sqrt{2\varepsilon}}=\frac{\beta/2}{\sin(\beta/2)}=\frac{1}{\operatorname{sinc}(\beta/2)},\qquad \operatorname{sinc}u=\frac{\sin u}{u},\quad \operatorname{sinc}0=1.$$
As $\varepsilon\to0^+$, continuity of the arccosine sends $\beta$ to 0, and continuity of sinc sends the ratio to 1.

The filter `𝓝[>] 0` means approach from above. The proof first shows that the inverse sinc expression is continuous at 0, then replaces it by the ratio on the interval $(0,2)$, where the two agree.

```lean
/-- As `ε` tends to 0 from above, the ratio of `arccos (1 - ε)` to `√(2ε)` tends to 1. -/
theorem tendsto_arccos_div_sqrt :
    Tendsto (fun ε : ℝ => Real.arccos (1 - ε) / Real.sqrt (2 * ε)) (𝓝[>] 0) (𝓝 1) := by
  have hc : ContinuousAt (fun ε : ℝ => (Real.sinc (Real.arccos (1 - ε) / 2))⁻¹) 0 := by
    apply ContinuousAt.inv₀
    · exact (Real.continuous_sinc.comp ((Real.continuous_arccos.comp
        (continuous_const.sub continuous_id)).div_const 2)).continuousAt
    · simp
  have h := hc.tendsto
  simp only [sub_zero, Real.arccos_one, zero_div, Real.sinc_zero, inv_one] at h
  -- the ratio of arc to chord is the inverse of sinc at the half angle
  refine (h.mono_left nhdsWithin_le_nhds).congr' ?_
  filter_upwards [Ioo_mem_nhdsGT (show (0 : ℝ) < 2 by norm_num)] with ε hε
  have hp : 0 < Real.arccos (1 - ε) := Real.arccos_pos.2 (by linarith [hε.1])
  rw [Real.sinc_of_ne_zero (half_pos hp).ne', inv_div,
    sqrt_eq_chord hε.1.le hε.2.le, div_div]
```

Q: Could a generous constant still rescue a linear error estimate, $\beta\le C\varepsilon$?

A: No. Given any real $C$, choose $\varepsilon=1/(C^2+1)$, which lies in $(0,1]$. Then $C^2\varepsilon=1-\varepsilon$, so
$$(C\varepsilon)^2=\varepsilon-\varepsilon^2<2\varepsilon,$$
and hence $C\varepsilon<\sqrt{2\varepsilon}\le\arccos(1-\varepsilon)$. In the code, `hsq` is the equality in this line.

```lean
/-- No linear error bound holds at alignment: for every constant `C` some entry error
`ε` in `(0, 2]` gives an angle larger than `C ε`. -/
theorem no_linear_bound (C : ℝ) :
    ∃ ε : ℝ, 0 < ε ∧ ε ≤ 2 ∧ C * ε < Real.arccos (1 - ε) := by
  have hC : 0 < C ^ 2 + 1 := by positivity
  obtain ⟨ε, hε⟩ : ∃ ε : ℝ, ε = 1 / (C ^ 2 + 1) := ⟨_, rfl⟩
  have hpos : 0 < ε := by rw [hε]; positivity
  have hm : ε * (C ^ 2 + 1) = 1 := by rw [hε]; field_simp
  have hle : ε ≤ 2 := by nlinarith [mul_nonneg hpos.le (sq_nonneg C)]
  have hsq : (C * ε) ^ 2 = ε - ε ^ 2 := by linear_combination ε * hm
  refine ⟨ε, hpos, hle, ?_⟩
  exact (Real.lt_sqrt_of_sq_lt (by nlinarith [sq_nonneg ε])).trans_le
    (arccos_one_sub_bounds hpos.le hle).1
```

Q: The theorem only promises some $\varepsilon$ in $(0,2]$. Perhaps the large errors are to blame, and small ones behave linearly.

A: They can't be. If $\varepsilon\ge\delta>0$, the angle is at most $\pi\le(\pi/\delta)\varepsilon$. The constant $C=\pi/\delta$ can therefore fail only at some $\varepsilon<\delta$, and the theorem says that it does fail. Since $\delta$ is arbitrary, the trouble sits next to alignment.

Q: Now return to matrices. Real data are not exact rotations, and I don't know in advance that $\beta=0$.

A: The next theorem allows for both. The matrix `M` need not be orthogonal. Its zz entry must lie in $[-1,1]$ and be within $\varepsilon$ of the zz entry of a true rotation with $\beta\in[0,\pi]$. The extracted angle is then within $\pi\sqrt{\varepsilon/2}$ of $\beta$, whatever $\alpha$ and $\gamma$ are. The number $\varepsilon$ stands for whatever has disturbed the entry, such as rounding, integration drift or measurement noise; its size is assumed, not derived from a model of the source. The bound holds for every $\beta$ in the range, but it is not sharp everywhere: at a fixed $\beta$ strictly between 0 and $\pi$, a small entry error of size $\varepsilon$ shifts the angle by only about $\varepsilon/\sin\beta$, which is linear in $\varepsilon$.

The proof applies the general arccosine estimate to `M 2 2` and $\cos\beta$. The closing `gcongr` replaces the actual entry error by its bound $\varepsilon$.

```lean
/-- If the zz entry of `M` lies in `[-1, 1]` and is within `ε` of that of a rotation with
middle Euler angle `β` in `[0, π]`, the extracted angle is within `π √(ε/2)` of `β`. -/
theorem polarAngle_error_le (α γ : ℝ) {β ε : ℝ} (hβ : β ∈ Set.Icc 0 π)
    (M : Matrix (Fin 3) (Fin 3) ℝ) (hM : |M 2 2| ≤ 1)
    (hε : |M 2 2 - eulerMatrix α β γ 2 2| ≤ ε) :
    |polarAngle M - β| ≤ π * Real.sqrt (ε / 2) := by
  rw [eulerMatrix_zz] at hε
  have h := abs_arccos_sub_le (abs_le.mp hM) ⟨Real.neg_one_le_cos β, Real.cos_le_one β⟩
  rw [Real.arccos_cos hβ.1 hβ.2] at h
  unfold polarAngle
  refine h.trans ?_
  gcongr
```

Q: That is an upper bound only. It would also be satisfied by a perfectly accurate method.

A: Yes, so the loss of accuracy has to be stated separately. Aligned means $\beta=0$: the two z axes coincide, though the matrix may still be a rotation about z by $\alpha+\gamma$. If the zz entry of such a matrix is lowered by exactly $\varepsilon$, with $0\le\varepsilon\le2$, the extracted angle moves by at least $\sqrt{2\varepsilon}$ and at most $\pi\sqrt{\varepsilon/2}$. The true angle is 0 and the extracted one is $\arccos(1-\varepsilon)$, so the scalar bounds apply directly.

```lean
/-- If the zz entry of an aligned rotation (`β = 0`) is lowered by `ε`, with `0 ≤ ε ≤ 2`,
the extracted angle changes by at least `√(2ε)` and at most `π √(ε/2)`. -/
theorem aligned_error (α γ : ℝ) {ε : ℝ} (h0 : 0 ≤ ε) (h2 : ε ≤ 2)
    (M : Matrix (Fin 3) (Fin 3) ℝ) (h : M 2 2 = eulerMatrix α 0 γ 2 2 - ε) :
    Real.sqrt (2 * ε) ≤ |polarAngle M - polarAngle (eulerMatrix α 0 γ)| ∧
      |polarAngle M - polarAngle (eulerMatrix α 0 γ)| ≤ π * Real.sqrt (ε / 2) := by
  have hM : polarAngle M = Real.arccos (1 - ε) := by
    rw [polarAngle, h, eulerMatrix_zz, Real.cos_zero]
  rw [polarAngle_eulerMatrix α γ le_rfl Real.pi_pos.le, hM, sub_zero,
    abs_of_nonneg (Real.arccos_nonneg _)]
  exact arccos_one_sub_bounds h0 h2

end

end EulerAngleExtraction
```

```lean
#print axioms EulerAngleExtraction.tendsto_arccos_div_sqrt
#print axioms EulerAngleExtraction.no_linear_bound
#print axioms EulerAngleExtraction.polarAngle_error_le
#print axioms EulerAngleExtraction.aligned_error
```

```
'EulerAngleExtraction.tendsto_arccos_div_sqrt' depends on axioms: [propext, Classical.choice, Quot.sound]
'EulerAngleExtraction.no_linear_bound' depends on axioms: [propext, Classical.choice, Quot.sound]
'EulerAngleExtraction.polarAngle_error_le' depends on axioms: [propext, Classical.choice, Quot.sound]
'EulerAngleExtraction.aligned_error' depends on axioms: [propext, Classical.choice, Quot.sound]
```

Q: Why only lowered? Noise can push an entry up as well.

A: At alignment the entry is already 1. Raising it gives a number that is not the cosine of any real angle, and what a program does then is a matter of its own convention, such as clamping to 1. The lower bound concerns errors that leave a legitimate cosine. For the same reason `polarAngle_error_le` asks for `|M 2 2| ≤ 1`.

Q: Then what may I conclude about a simulation?

A: Suppose that orientations of rigid molecules are stored as matrices and converted to Euler angles, for instance to evaluate Wigner rotation matrices. If the middle angle is taken as the arccosine of the zz entry, an entry that is too low by $5\times10^{-9}$ at alignment gives an angle error of about $10^{-4}$ radians; this describes a disturbance of that single entry, with the arccosine itself evaluated without rounding.

Q: So it says nothing about $\alpha$ and $\gamma$, or about rules that use other entries?

A: Nothing. Nor does it follow the angle error into the elements of a Wigner matrix. It concerns one angle and one extraction rule, and for these it fixes the order of the error at alignment and bounds the error at every other $\beta$ in $[0,\pi]$.
